# Product ratio of two interconverting conformers at finite exchange rates, and its Curtin–Hammett limit

I get the wrong product ratio when I apply the Curtin–Hammett formula to conformers that exchange slowly. Conformer A turns into B with rate constant $k_{ab}$, and B turns back with $k_{ba}$. A also reacts irreversibly to one product with $k_c$, and B to another with $k_d$. For $k_{ab}=1$, $k_{ba}=2$, $k_c=3$, $k_d=1$ in a common unit, the formula $k_dk_{ab}/(k_ck_{ba})$ predicts $1/6$ for the product from B over the product from A. Integrating the rate equations from pure A gives $1/9$. What is the correct ratio at finite exchange rates, and when does the starting mixture stop mattering?

## Product formation from B competes with its return to A

From pure A, the ratio is $k_dk_{ab}/[k_c(k_{ba}+k_d)]$, which is $1/9$ for your numbers. The usual formula omits the $k_d$ in the bracket. Write $A(t)$ and $B(t)$ for the concentrations:

$$A'=-(k_{ab}+k_c)A+k_{ba}B,\qquad B'=k_{ab}A-(k_{ba}+k_d)B.$$

First, the time integrals must be finite. Let $W=k_{ab}A^2+k_{ba}B^2$ and $m=\min(k_c,k_d)$. Inserting the rate equations gives

$$W'=-2(k_{ab}A-k_{ba}B)^2-2k_ck_{ab}A^2-2k_dk_{ba}B^2\le-2mW.$$

Hence $(We^{2mt})'\le0$ and $W(t)\le W(0)e^{-2mt}$. Both concentrations are bounded by a multiple of $e^{-mt}$, so they are integrable and vanish at long times.

With $I_A=\int_0^\infty A\,dt$ and $I_B=\int_0^\infty B\,dt$, integrating the rate equations gives

$$(k_{ab}+k_c)I_A-k_{ba}I_B=A(0),\qquad (k_{ba}+k_d)I_B-k_{ab}I_A=B(0).$$

Adding these shows that the yields $k_cI_A$ and $k_dI_B$ sum to $A(0)+B(0)$. To isolate $I_A$, multiply the balances by $k_{ba}+k_d$ and $k_{ba}$ and add; for $I_B$, use $k_{ab}$ and $k_{ab}+k_c$. With $D=k_{ab}k_d+k_ck_{ba}+k_ck_d$,

$$I_A=\frac{(k_{ba}+k_d)A(0)+k_{ba}B(0)}{D},\qquad I_B=\frac{k_{ab}A(0)+(k_{ab}+k_c)B(0)}{D}.$$

Setting $A(0)=1$, $B(0)=0$ gives the ratio above.

Now start from $A(0)=a$, $B(0)=b$ and multiply both exchange constants by $s$. After division by $s$, the ratio is

$$\frac{k_d\,[k_{ab}(a+b)+k_cb/s]}{k_c\,[k_{ba}(a+b)+k_da/s]}\;\longrightarrow\;\frac{k_dk_{ab}}{k_ck_{ba}}\qquad(s\to\infty),$$

provided $a+b\neq0$. At finite exchange rates the ratio still depends on the proportions of A and B at the start. By the formulas for $I_A$ and $I_B$, its value from pure B is $(1+k_c/k_{ab})(1+k_d/k_{ba})$ times its value from pure A. The starting mixture therefore stops mattering when exchange is much faster than product formation for both conformers, $k_{ab}\gg k_c$ and $k_{ba}\gg k_d$.

For rate constants obtained from computed barriers, the finite-rate formula gives the selectivity without assuming fast exchange, within this model of two conformers and first-order, irreversible product formation.

In the Lean file below, `IsTrajectory` says that two real functions are continuous for $t\ge0$ (`Ici 0`) and obey the rate equations for $t>0$ (`Ioi 0`). Nonnegative concentrations are not required. `productYield k X` is $k\int_0^\infty X\,dt$, the product concentration after complete conversion. All four rate constants are assumed positive in the yield theorems; physically, every exchange and product channel is open. `yield_ratio` also states that the yield from A is positive, so the quotient is meaningful. In `curtin_hammett_limit`, `A s` and `B s` are the trajectories at scale $s$; their existence is a hypothesis. Whether a real mixture follows these equations, with constant rate constants and no return from the products, has to be settled by chemistry.

The proof takes the same route. `weighted_square_decay` differentiates $We^{2mt}$ and shows that it never increases. `integrable_of_sq_decay` avoids a square root by using the bound $(C+1)e^{-mt}$ when the square is at most $Ce^{-2mt}$; `integrable_concentrations` applies it to A and B. `integrated_balance` uses the fundamental theorem of calculus on the half-line, taking the zero limit from the integrability of each concentration and its derivative. In `product_yields`, `linear_combination` uses the multipliers given above, times $k_c$ or $k_d$. `total_yield` adds the balances, and `yield_ratio` cancels $D$. For the limit, `e1` and `e2` factor out $s$, which turns the quotient of the yields into the expression in $1/s$ displayed above. Finally, `isTrajectory_witness` checks by differentiation an explicit solution for your rate constants, starting from pure A at unit concentration.

```lean
import Mathlib

open Set MeasureTheory Filter Topology

namespace CurtinHammett

noncomputable section

/-- Concentrations `A`, `B` of two conformers that interconvert with rate constants `kab`, `kba`
and form their products irreversibly with rate constants `kc`, `kd`. -/
structure IsTrajectory (kab kba kc kd : ℝ) (A B : ℝ → ℝ) : Prop where
  contA : ContinuousOn A (Ici 0)
  contB : ContinuousOn B (Ici 0)
  rateA : ∀ t ∈ Ioi (0 : ℝ), HasDerivAt A (-(kab + kc) * A t + kba * B t) t
  rateB : ∀ t ∈ Ioi (0 : ℝ), HasDerivAt B (kab * A t - (kba + kd) * B t) t

/-- The amount of product formed over all times `t > 0` from a conformer of concentration `X` with
first-order rate constant `k`, provided that `X` is integrable over these times. -/
def productYield (k : ℝ) (X : ℝ → ℝ) : ℝ := k * ∫ t in Ioi (0 : ℝ), X t

variable {kab kba kc kd : ℝ} {A B : ℝ → ℝ}

/-- For positive exchange rate constants and `t ≥ 0`, the weighted square `kab A² + kba B²` is at
most its initial value times `exp (-2 m t)`, for every real `m` that exceeds neither `kc` nor `kd`.
-/
theorem weighted_square_decay (h : IsTrajectory kab kba kc kd A B)
    (hab : 0 < kab) (hba : 0 < kba) {m : ℝ} (hc : m ≤ kc) (hd : m ≤ kd)
    {t : ℝ} (ht : 0 ≤ t) :
    kab * A t ^ 2 + kba * B t ^ 2 ≤
      (kab * A 0 ^ 2 + kba * B 0 ^ 2) * Real.exp (-(2 * m * t)) := by
  have hder : ∀ s ∈ Ioi (0 : ℝ), HasDerivAt
      (fun s => (kab * A s ^ 2 + kba * B s ^ 2) * Real.exp (2 * m * s))
      (2 * Real.exp (2 * m * s) * (-(kab * A s - kba * B s) ^ 2
        - (kc - m) * kab * A s ^ 2 - (kd - m) * kba * B s ^ 2)) s := by
    intro s hs
    have hE : HasDerivAt (fun s : ℝ => Real.exp (2 * m * s))
        (Real.exp (2 * m * s) * (2 * m)) s :=
      (((hasDerivAt_id' s).const_mul (2 * m)).exp).congr_deriv (by ring)
    have hA := h.rateA s hs
    have hB := h.rateB s hs
    simp only [pow_two]
    exact ((((hA.fun_mul hA).const_mul kab).fun_add
      ((hB.fun_mul hB).const_mul kba)).fun_mul hE).congr_deriv (by ring)
  -- The weighted square multiplied by `exp (2 m s)` never increases for `s ≥ 0`.
  have hanti : AntitoneOn
      (fun s => (kab * A s ^ 2 + kba * B s ^ 2) * Real.exp (2 * m * s)) (Ici 0) := by
    refine antitoneOn_of_deriv_nonpos (convex_Ici 0) ?_ ?_ ?_
    · exact ((continuousOn_const.mul (h.contA.pow 2)).add
        (continuousOn_const.mul (h.contB.pow 2))).mul
        (Continuous.continuousOn (by fun_prop))
    · intro s hs
      exact (hder s (by simpa using hs)).differentiableAt.differentiableWithinAt
    · intro s hs
      rw [(hder s (by simpa using hs)).deriv]
      have h1 := mul_nonneg (mul_nonneg (sub_nonneg.2 hc) hab.le) (sq_nonneg (A s))
      have h2 := mul_nonneg (mul_nonneg (sub_nonneg.2 hd) hba.le) (sq_nonneg (B s))
      have h3 := mul_nonneg (Real.exp_pos (2 * m * s)).le
        (add_nonneg (add_nonneg (sq_nonneg (kab * A s - kba * B s)) h1) h2)
      nlinarith [h3]
  have h5 := hanti (mem_Ici.2 le_rfl) (mem_Ici.2 ht) ht
  simp only [mul_zero, Real.exp_zero, mul_one] at h5
  rw [Real.exp_neg, ← div_eq_mul_inv, le_div_iff₀ (Real.exp_pos _)]
  exact h5

/-- A continuous concentration whose square is bounded by a decaying exponential has a finite
time integral. -/
theorem integrable_of_sq_decay {f : ℝ → ℝ} {C m : ℝ} (hf : ContinuousOn f (Ici 0))
    (hC : 0 ≤ C) (hm : 0 < m)
    (hb : ∀ t, 0 ≤ t → f t ^ 2 ≤ C * Real.exp (-(2 * m * t))) :
    IntegrableOn f (Ioi 0) := by
  refine Integrable.mono' (Integrable.const_mul (exp_neg_integrableOn_Ioi 0 hm) (C + 1))
    ((hf.mono Ioi_subset_Ici_self).aestronglyMeasurable measurableSet_Ioi) ?_
  refine (ae_restrict_iff' measurableSet_Ioi).2 (Eventually.of_forall fun t ht => ?_)
  have he : Real.exp (-(2 * m * t)) = Real.exp (-m * t) ^ 2 := by
    rw [pow_two, ← Real.exp_add]
    congr 1
    ring
  have h1 := hb t (le_of_lt ht)
  rw [he] at h1
  have h2 : 0 ≤ (C ^ 2 + C + 1) * Real.exp (-m * t) ^ 2 := by positivity
  rw [Real.norm_eq_abs]
  exact abs_le_of_sq_le_sq (by nlinarith [h1, h2]) (by positivity)

/-- For positive rate constants both conformer concentrations have finite time integrals. -/
theorem integrable_concentrations (h : IsTrajectory kab kba kc kd A B)
    (hab : 0 < kab) (hba : 0 < kba) (hc : 0 < kc) (hd : 0 < kd) :
    IntegrableOn A (Ioi 0) ∧ IntegrableOn B (Ioi 0) := by
  have hdec := fun t (ht : 0 ≤ t) =>
    weighted_square_decay h hab hba (min_le_left kc kd) (min_le_right kc kd) ht
  constructor
  · refine integrable_of_sq_decay (C := (kab * A 0 ^ 2 + kba * B 0 ^ 2) / kab)
      h.contA (by positivity) (lt_min hc hd) fun t ht => ?_
    rw [div_mul_eq_mul_div, le_div_iff₀ hab]
    nlinarith [hdec t ht, mul_nonneg hba.le (sq_nonneg (B t))]
  · refine integrable_of_sq_decay (C := (kab * A 0 ^ 2 + kba * B 0 ^ 2) / kba)
      h.contB (by positivity) (lt_min hc hd) fun t ht => ?_
    rw [div_mul_eq_mul_div, le_div_iff₀ hba]
    nlinarith [hdec t ht, mul_nonneg hab.le (sq_nonneg (A t))]

/-- For positive rate constants, the time-integrated net loss of each conformer equals its
initial concentration. -/
theorem integrated_balance (h : IsTrajectory kab kba kc kd A B)
    (hab : 0 < kab) (hba : 0 < kba) (hc : 0 < kc) (hd : 0 < kd) :
    (kab + kc) * (∫ t in Ioi (0 : ℝ), A t) - kba * (∫ t in Ioi (0 : ℝ), B t) = A 0 ∧
    (kba + kd) * (∫ t in Ioi (0 : ℝ), B t) - kab * (∫ t in Ioi (0 : ℝ), A t) = B 0 := by
  obtain ⟨iA, iB⟩ := integrable_concentrations h hab hba hc hd
  have dA : IntegrableOn (fun t => -(kab + kc) * A t + kba * B t) (Ioi 0) :=
    Integrable.add (Integrable.const_mul iA _) (Integrable.const_mul iB _)
  have dB : IntegrableOn (fun t => kab * A t - (kba + kd) * B t) (Ioi 0) :=
    Integrable.sub (Integrable.const_mul iA _) (Integrable.const_mul iB _)
  -- Integrability of a concentration and of its rate forces the concentration to vanish.
  have eA := integral_Ioi_of_hasDerivAt_of_tendsto (h.contA 0 (mem_Ici.2 le_rfl)) h.rateA dA
    (tendsto_zero_of_hasDerivAt_of_integrableOn_Ioi h.rateA dA iA)
  have eB := integral_Ioi_of_hasDerivAt_of_tendsto (h.contB 0 (mem_Ici.2 le_rfl)) h.rateB dB
    (tendsto_zero_of_hasDerivAt_of_integrableOn_Ioi h.rateB dB iB)
  rw [integral_add (Integrable.const_mul iA _) (Integrable.const_mul iB _),
    integral_const_mul, integral_const_mul] at eA
  rw [integral_sub (Integrable.const_mul iA _) (Integrable.const_mul iB _),
    integral_const_mul, integral_const_mul] at eB
  constructor <;> linarith

/-- The two product yields for positive rate constants and arbitrary initial concentrations. -/
theorem product_yields (h : IsTrajectory kab kba kc kd A B)
    (hab : 0 < kab) (hba : 0 < kba) (hc : 0 < kc) (hd : 0 < kd) :
    productYield kc A =
      kc * ((kba + kd) * A 0 + kba * B 0) / (kab * kd + kc * kba + kc * kd) ∧
    productYield kd B =
      kd * (kab * A 0 + (kab + kc) * B 0) / (kab * kd + kc * kba + kc * kd) := by
  obtain ⟨eA, eB⟩ := integrated_balance h hab hba hc hd
  have hD : kab * kd + kc * kba + kc * kd ≠ 0 := by positivity
  unfold productYield
  constructor
  · rw [eq_div_iff hD]
    linear_combination kc * (kba + kd) * eA + kc * kba * eB
  · rw [eq_div_iff hD]
    linear_combination kd * kab * eA + kd * (kab + kc) * eB

/-- For positive rate constants the two yields add up to the initial amount of both conformers. -/
theorem total_yield (h : IsTrajectory kab kba kc kd A B)
    (hab : 0 < kab) (hba : 0 < kba) (hc : 0 < kc) (hd : 0 < kd) :
    productYield kc A + productYield kd B = A 0 + B 0 := by
  obtain ⟨eA, eB⟩ := integrated_balance h hab hba hc hd
  unfold productYield
  linear_combination eA + eB

/-- For positive rate constants and a start from pure conformer `A` at unit concentration, the
yield from `A` is positive and the yield ratio is `kd kab / (kc (kba + kd))`. -/
theorem yield_ratio (h : IsTrajectory kab kba kc kd A B)
    (hab : 0 < kab) (hba : 0 < kba) (hc : 0 < kc) (hd : 0 < kd)
    (hA : A 0 = 1) (hB : B 0 = 0) :
    0 < productYield kc A ∧
    productYield kd B / productYield kc A = kd * kab / (kc * (kba + kd)) := by
  obtain ⟨yA, yB⟩ := product_yields h hab hba hc hd
  have hD : kab * kd + kc * kba + kc * kd ≠ 0 := by positivity
  simp only [hA, hB, mul_one, mul_zero, add_zero] at yA yB
  rw [yA, yB]
  exact ⟨by positivity, div_div_div_cancel_right₀ hD _ _⟩

/-- Curtin–Hammett limit: when both exchange rates are scaled up by `s → ∞` at positive rate
constants, the yield ratio tends to `kd kab / (kc kba)` for every fixed initial mixture of
nonzero total concentration. -/
theorem curtin_hammett_limit {A B : ℝ → ℝ → ℝ} {a b : ℝ}
    (hab : 0 < kab) (hba : 0 < kba) (hc : 0 < kc) (hd : 0 < kd) (hsum : a + b ≠ 0)
    (h : ∀ s, 0 < s → IsTrajectory (s * kab) (s * kba) kc kd (A s) (B s))
    (hA : ∀ s, 0 < s → A s 0 = a) (hB : ∀ s, 0 < s → B s 0 = b) :
    Tendsto (fun s => productYield kd (B s) / productYield kc (A s)) atTop
      (𝓝 (kd * kab / (kc * kba))) := by
  have hinv : Tendsto (fun s : ℝ => s⁻¹) atTop (𝓝 0) := tendsto_inv_atTop_zero
  have hlim : Tendsto (fun s : ℝ => kd * (kab * (a + b) + kc * b * s⁻¹) /
      (kc * (kba * (a + b) + kd * a * s⁻¹))) atTop
      (𝓝 (kd * (kab * (a + b) + kc * b * 0) / (kc * (kba * (a + b) + kd * a * 0)))) := by
    refine Tendsto.div (((hinv.const_mul (kc * b)).const_add _).const_mul kd)
      (((hinv.const_mul (kd * a)).const_add _).const_mul kc) ?_
    rw [mul_zero, add_zero]
    exact mul_ne_zero hc.ne' (mul_ne_zero hba.ne' hsum)
  have hval : kd * (kab * (a + b) + kc * b * 0) / (kc * (kba * (a + b) + kd * a * 0)) =
      kd * kab / (kc * kba) := by
    rw [mul_zero, mul_zero, add_zero, add_zero, ← mul_assoc, ← mul_assoc,
      mul_div_mul_right _ _ hsum]
  rw [hval] at hlim
  refine hlim.congr' ?_
  filter_upwards [eventually_gt_atTop (0 : ℝ)] with s hs
  obtain ⟨yA, yB⟩ := product_yields (h s hs) (mul_pos hs hab) (mul_pos hs hba) hc hd
  have hD : s * kab * kd + kc * (s * kba) + kc * kd ≠ 0 := by positivity
  have hi : s * s⁻¹ = 1 := mul_inv_cancel₀ hs.ne'
  -- Divide both yields by the common scale of the exchange rates.
  have e1 : kd * (s * kab * a + (s * kab + kc) * b) =
      s * (kd * (kab * (a + b) + kc * b * s⁻¹)) := by
    linear_combination (-(kd * kc * b)) * hi
  have e2 : kc * ((s * kba + kd) * a + s * kba * b) =
      s * (kc * (kba * (a + b) + kd * a * s⁻¹)) := by
    linear_combination (-(kc * kd * a)) * hi
  rw [yA, yB, hA s hs, hB s hs, div_div_div_cancel_right₀ hD, e1, e2,
    mul_div_mul_left _ _ hs.ne']

/-- An explicit biexponential trajectory for `kab = 1`, `kba = 2`, `kc = 3`, `kd = 1`. -/
theorem isTrajectory_witness :
    IsTrajectory 1 2 3 1
      (fun t => (Real.exp (-2 * t) + 2 * Real.exp (-5 * t)) / 3)
      (fun t => (Real.exp (-2 * t) - Real.exp (-5 * t)) / 3) := by
  have he : ∀ c t : ℝ, HasDerivAt (fun t => Real.exp (c * t)) (Real.exp (c * t) * c) t :=
    fun c t => (((hasDerivAt_id' t).const_mul c).exp).congr_deriv (by ring)
  refine ⟨Continuous.continuousOn (by fun_prop), Continuous.continuousOn (by fun_prop), ?_, ?_⟩
  · intro t _
    exact (((he (-2) t).fun_add ((he (-5) t).const_mul 2)).div_const 3).congr_deriv (by ring)
  · intro t _
    exact (((he (-2) t).fun_sub (he (-5) t)).div_const 3).congr_deriv (by ring)

end

end CurtinHammett
```

```lean
#print axioms CurtinHammett.total_yield
-- 'CurtinHammett.total_yield' depends on axioms: [propext, Classical.choice, Quot.sound]
#print axioms CurtinHammett.yield_ratio
-- 'CurtinHammett.yield_ratio' depends on axioms: [propext, Classical.choice, Quot.sound]
#print axioms CurtinHammett.curtin_hammett_limit
-- 'CurtinHammett.curtin_hammett_limit' depends on axioms: [propext, Classical.choice, Quot.sound]
```
